# Bounding a lower-order Sobolev term by a higher-order one for a plane wave beyond the cutoff

A plane wave `k` with wave vector `G k` and complex coefficient `c k` contributes (1 + ‖G k‖²)^s ‖c k‖² to the squared Sobolev norm of order s. The lemma `sobolevTerm_le` says that if ‖G k‖ exceeds a cutoff K ≥ 0 and r ≤ s, the contribution of order r is at most (1 + K²)^(r − s) times that of order s. It concerns one plane wave at a time, with no sum over waves and no normalisation of the coefficients. The proof splits off the factor (1 + ‖G k‖²)^(r − s), bounds it by its value at the cutoff, and multiplies by the nonnegative term of order s.

Lean 4 with Mathlib refuses this proof:

```lean
import Mathlib

open Filter Topology

namespace PlaneWaveCutoff

noncomputable section

variable {ι V : Type*} [NormedAddCommGroup V]

/-- The contribution `(1 + |G k|²)^s |c k|²` of plane wave `k`, with wave vector `G k`, to the
squared Sobolev norm of order `s`. -/
def sobolevTerm (G : ι → V) (c : ι → ℂ) (s : ℝ) (k : ι) : ℝ :=
  (1 + ‖G k‖ ^ 2) ^ s * ‖c k‖ ^ 2

/-- Each Sobolev term is nonnegative. -/
theorem sobolevTerm_nonneg (G : ι → V) (c : ι → ℂ) (s : ℝ) (k : ι) :
    0 ≤ sobolevTerm G c s k := by
  unfold sobolevTerm
  positivity

/-- For a plane wave beyond the cutoff, the term of order `r ≤ s` is at most `(1 + K²)^(r - s)`
times the term of order `s`. -/
theorem sobolevTerm_le (G : ι → V) (c : ι → ℂ) {r s K : ℝ} (hK : 0 ≤ K) (hrs : r ≤ s)
    {k : ι} (hk : K < ‖G k‖) :
    sobolevTerm G c r k ≤ (1 + K ^ 2) ^ (r - s) * sobolevTerm G c s k := by
  have hpos : 0 < 1 + ‖G k‖ ^ 2 := by positivity
  have hle : 1 + K ^ 2 ≤ 1 + ‖G k‖ ^ 2 := by nlinarith
  -- a nonpositive power decreases with the wave number
  have hpow : (1 + ‖G k‖ ^ 2) ^ (r - s) ≤ (1 + K ^ 2) ^ (r - s) :=
    Real.rpow_le_rpow_of_exponent_nonpos (by positivity) hle (by linarith)
  have hsplit : (1 + ‖G k‖ ^ 2) ^ r = (1 + ‖G k‖ ^ 2) ^ (r - s) * (1 + ‖G k‖ ^ 2) ^ s := by
    rw [← Real.rpow_add hpos, sub_add_cancel]
  calc sobolevTerm G c r k = (1 + ‖G k‖ ^ 2) ^ (r - s) * sobolevTerm G c s k := by
        unfold sobolevTerm
        rw [hsplit, mul_assoc]
    _ ≤ _ := mul_le_mul_of_nonneg_right hpow (sobolevTerm_nonneg G c s k)

end

end PlaneWaveCutoff
```

The compiler's answer:

```
Main.lean:31:4: error(lean.unknownIdentifier): Unknown constant `Real.rpow_le_rpow_of_exponent_nonpos`
```

The message says that Lean knows no constant called `Real.rpow_le_rpow_of_exponent_nonpos`. The proof of `hpow` calls a lemma by a name that does not exist in the Mathlib being used, so this step fails at the name itself, whatever the merits of the inequality.

The fact needed is that, for positive bases and a nonpositive real exponent, the larger base gives the smaller or equal power. Mathlib has it as `Real.rpow_le_rpow_of_nonpos`, and the repair puts in that name. The three arguments stay as they were: 1 + K² is positive, it is at most 1 + ‖G k‖² (`hle`), and r − s is at most zero.

The reworded comment is mere tidying and has no effect on the compilation. It is more accurate, since for r = s the exponent is zero and the power is constant.

The mended proof, as a diff:

```diff
@@ -27,7 +27,7 @@
   have hpos : 0 < 1 + ‖G k‖ ^ 2 := by positivity
   have hle : 1 + K ^ 2 ≤ 1 + ‖G k‖ ^ 2 := by nlinarith
-  -- a nonpositive power decreases with the wave number
+  -- a nonpositive power does not increase with the wave number
   have hpow : (1 + ‖G k‖ ^ 2) ^ (r - s) ≤ (1 + K ^ 2) ^ (r - s) :=
-    Real.rpow_le_rpow_of_exponent_nonpos (by positivity) hle (by linarith)
+    Real.rpow_le_rpow_of_nonpos (by positivity) hle (by linarith)
   have hsplit : (1 + ‖G k‖ ^ 2) ^ r = (1 + ‖G k‖ ^ 2) ^ (r - s) * (1 + ‖G k‖ ^ 2) ^ s := by
     rw [← Real.rpow_add hpos, sub_add_cancel]
```
